# Time per $2\pi$ phase turn and mean voltage of an overdamped Josephson junction under constant bias above the critical current

Take the equation $\varphi' = i - \sin\varphi$ for a phase $\varphi(t)$ driven by a constant $i = 5/4$. The speed $\varphi'$ lies between $1/4$ and $9/4$, so the phase always advances, slowly near $\pi/2$ and quickly near $3\pi/2$. The time spent in a phase interval $dx$ is $dx/(5/4 - \sin x)$, and this has an antiderivative that is smooth for all real $x$:
$$F(x) = \tfrac43\Big[x - 2\arctan\frac{\cos x}{2-\sin x}\Big].$$
To check it, note that $(2-\sin x)^2+\cos^2x = 5-4\sin x$ and that the arctangent has derivative $(1-2\sin x)/(5-4\sin x)$. Then $F' = \tfrac43\cdot 3/(5-4\sin x) = 1/(5/4-\sin x)$. The arctangent term is $2\pi$-periodic, so a full turn takes $F(x+2\pi)-F(x) = 8\pi/3$, and the mean speed is $2\pi/(8\pi/3) = 3/4 = \sqrt{(5/4)^2-1}$. Averaging the speed uniformly over phase would give $5/4$; the time average is lower because the half-turn from $0$ to $\pi$ takes $\tfrac43(\pi+4\arctan\tfrac12)\approx 6.66$ of the total $8.38$.

## The identities

A junction with critical current $I_c$ and shunt resistance $R$, negligible capacitance and constant bias current $I$ obeys $I = I_c\sin\varphi + V/R$, where the voltage $V$ is $\hbar/2e$ times the rate of change of the phase difference $\varphi$. With $i = I/I_c$, the voltage $v = V/(I_cR)$ and time $t$ measured in units of $\hbar/(2eI_cR)$, this becomes
$$\varphi'(t) = v(t) = i - \sin\varphi(t).$$
For $i>1$ put $w = \sqrt{i^2-1}$ and $T = 2\pi/w$, and let $\langle v\rangle_{a,\tau} = \frac1\tau\int_a^{a+\tau} v\,dt$ be the average over a window that starts at time $a$ and has length $\tau$. Then:

1. $\int_a^{a+2\pi} dx/(i-\sin x) = 2\pi/w$ for every starting phase $a$.
2. Through each initial phase $x_0$ passes exactly one solution defined for all times.
3. $\varphi(t+\tau) = \varphi(t)+2\pi$ holds if and only if $\tau = T$, for every $t$.
4. $\langle v\rangle_{a,T} = w$ for every $a$, and $\langle v\rangle_{a,\tau}\to w$ as $\tau\to\infty$.

In physical units the fourth reads $\langle V\rangle = R\sqrt{I^2-I_c^2}$, the running branch of the current–voltage curve for a single noiseless junction without capacitance under constant bias.

## Where a code relies on them

A junction or circuit simulator run in this limit has closed-form targets. The interval between successive $2\pi$ crossings of the phase should be $T$ wherever the counting starts, and a voltage averaged between two such crossings should be $w$. A code that averages over a fixed window instead has a truncation error, and the derivation bounds it: $|\langle v\rangle_{a,\tau}-w|\le 2\pi/\tau$, which is a relative error of at most $T/\tau$. The absolute bound does not depend on $i$, but for a fixed window the relative bound becomes uninformative as $i$ approaches $1$, where $T$ grows without bound. Finally, $F(\varphi(t))-t$ is constant along an exact solution, so its drift along a computed trajectory measures the accumulated timing error. This drift check is meant for the unwrapped phase: with $\varphi$ reduced modulo $2\pi$, $F(\varphi(t))-t$ drops by $T$ at every turn and is constant only modulo $T$. Time averages of $i-\sin\varphi$ are unaffected by wrapping, since the sine is $2\pi$-periodic, but a mean voltage computed as phase gain divided by elapsed time needs the unwrapped phase.

## Derivation

Define the clock function
$$F(x) = \frac1w\Big[x-2\arctan\frac{\cos x}{D}\Big],\qquad D = i+w-\sin x .$$
Since $i>1\ge\sin x$ and $w>0$, the denominator $D$ is positive for all $x$, and $F$ is differentiable on the whole line. The antiderivative obtained from the substitution $\tan(x/2)$ jumps at odd multiples of $\pi$, and this form avoids the patching.

Write $\alpha = i+w$, $p = i-\sin x$ and $c=\cos x$. From $w^2 = i^2-1$ follow $\alpha^2+1 = 2\alpha i$ and $\alpha i-1 = w\alpha$. The quotient rule gives $(c/D)' = n/D^2$ with $n = -D\sin x+\cos^2x = 1-\alpha\sin x$. The two relations needed are
$$D^2+c^2 = \alpha^2+1-2\alpha\sin x = 2\alpha p,\qquad \alpha p-n = \alpha i-1 = w\alpha .$$
The derivative of the arctangent is $\frac{1}{1+c^2/D^2}\cdot\frac{n}{D^2} = \frac{n}{2\alpha p}$, so
$$F'(x) = \frac1w\Big[1-\frac{n}{\alpha p}\Big] = \frac{\alpha p-n}{w\alpha p} = \frac{1}{i-\sin x}.$$

Because sine and cosine are $2\pi$-periodic, $F(x+2\pi) = F(x)+T$, and the fundamental theorem of calculus gives statement 1. The derivative is positive, so $F$ is strictly increasing. The difference $x-wF(x)$ is twice an arctangent, so $|x-wF(x)|<\pi$. For any real $y$ this bound gives $F(wy-\pi)<y<F(wy+\pi)$, and by the intermediate value theorem $F$ takes the value $y$. Thus $F$ is a bijection of the real line with a continuous inverse $g$, and $g'(y) = 1/F'(g(y)) = i-\sin g(y)$.

Along any solution the chain rule gives $\frac{d}{dt}[F(\varphi(t))-t] = \frac{1}{i-\sin\varphi}(i-\sin\varphi)-1 = 0$, hence
$$F(\varphi(t))-F(\varphi(s)) = t-s\quad\text{for all } t,s.$$
The function $t\mapsto g(t+F(x_0))$ solves the equation and starts at $x_0$. Any other solution $\psi$ with $\psi(0)=x_0$ has $F(\psi(t)) = t+F(x_0)$ and so agrees with it, which is statement 2. For statement 3, if $\varphi(t+\tau) = \varphi(t)+2\pi$ then $\tau = F(\varphi(t)+2\pi)-F(\varphi(t)) = T$. Conversely, if $\tau = T$ then $F(\varphi(t+\tau)) = F(\varphi(t))+T = F(\varphi(t)+2\pi)$, and $F$ is injective.

Since $v=\varphi'$, the average is $\langle v\rangle_{a,\tau} = [\varphi(a+\tau)-\varphi(a)]/\tau$. For $\tau = T$ this is $2\pi/T = w$. For general $\tau>0$,
$$\varphi(a+\tau)-\varphi(a)-w\tau = \big[\varphi(a+\tau)-wF(\varphi(a+\tau))\big]-\big[\varphi(a)-wF(\varphi(a))\big],$$
and each bracket is smaller than $\pi$ in magnitude. Dividing by $\tau$ places the average between $w-2\pi/\tau$ and $w+2\pi/\tau$, both of which tend to $w$.

## The Lean file

```lean
import Mathlib

open Real Filter Topology

namespace OverdampedJosephson

noncomputable section

/-- `φ` solves the overdamped junction equation `φ' = i - sin φ` at all times, with `i` the
bias current in units of the critical current. -/
def IsSolution (i : ℝ) (φ : ℝ → ℝ) : Prop := ∀ t, HasDerivAt φ (i - sin (φ t)) t

/-- The time `2π / √(i² - 1)`. -/
def period (i : ℝ) : ℝ := 2 * π / √(i ^ 2 - 1)

/-- Time average of the reduced voltage `i - sin φ` over the window `[a, a + τ]`. -/
def meanVoltage (i : ℝ) (φ : ℝ → ℝ) (a τ : ℝ) : ℝ := (∫ t in a..a + τ, (i - sin (φ t))) / τ

/-- The clock function `[x - 2 arctan (cos x / (i + w - sin x))] / w` with `w = √(i² - 1)`. -/
def clock (i x : ℝ) : ℝ :=
  (x - 2 * arctan (cos x / (i + √(i ^ 2 - 1) - sin x))) / √(i ^ 2 - 1)

/-- For `i > 1` the clock function is an antiderivative of `1 / (i - sin x)` on the whole line. -/
theorem clock_hasDerivAt {i : ℝ} (hi : 1 < i) (x : ℝ) :
    HasDerivAt (clock i) (1 / (i - sin x)) x := by
  have hw : 0 < √(i ^ 2 - 1) := Real.sqrt_pos.mpr (by nlinarith)
  have hw2 : √(i ^ 2 - 1) ^ 2 = i ^ 2 - 1 := Real.sq_sqrt (by nlinarith)
  show HasDerivAt (fun y =>
    (y - 2 * arctan (cos y / (i + √(i ^ 2 - 1) - sin y))) / √(i ^ 2 - 1)) _ x
  generalize √(i ^ 2 - 1) = w at hw hw2 ⊢
  have hs := sin_le_one x
  have hD : 0 < i + w - sin x := by linarith
  have hw' : w ≠ 0 := hw.ne'
  have h1 : HasDerivAt (fun y => cos y / (i + w - sin y))
      ((-sin x * (i + w - sin x) - cos x * (-cos x)) / (i + w - sin x) ^ 2) x :=
    (hasDerivAt_cos x).fun_div ((hasDerivAt_sin x).const_sub (i + w)) hD.ne'
  have h2 : HasDerivAt (fun y => (y - 2 * arctan (cos y / (i + w - sin y))) / w)
      ((1 - 2 * (1 / (1 + (cos x / (i + w - sin x)) ^ 2) *
        ((-sin x * (i + w - sin x) - cos x * (-cos x)) / (i + w - sin x) ^ 2))) / w) x :=
    ((hasDerivAt_id' x).fun_sub (h1.arctan.const_mul 2)).div_const w
  -- the algebra, with a = i + w, D = a - sin x, p = i - sin x
  have alg : ∀ a D p c n : ℝ, a ≠ 0 → D ≠ 0 → p ≠ 0 → D ^ 2 + c ^ 2 = 2 * a * p →
      a * p - n = w * a → (1 - 2 * (1 / (1 + (c / D) ^ 2) * (n / D ^ 2))) / w = 1 / p := by
    intro a D p c n ha hD hp k1 k2
    have e1 : 1 + (c / D) ^ 2 = 2 * a * p / D ^ 2 := by
      rw [← k1]
      field_simp
    have e2 : n = a * p - w * a := by linarith
    rw [e1, e2]
    field_simp
    ring
  refine h2.congr_deriv (alg (i + w) _ _ _ _ (by linarith : 0 < i + w).ne' hD.ne'
    (by linarith : 0 < i - sin x).ne' ?_ ?_)
  · linear_combination sin_sq_add_cos_sq x + hw2
  · linear_combination -hw2 - sin_sq_add_cos_sq x

/-- For `i > 1` the phase `x` and `√(i² - 1)` times the clock reading differ by less than `π`. -/
theorem clock_bound {i : ℝ} (hi : 1 < i) (x : ℝ) : |x - √(i ^ 2 - 1) * clock i x| < π := by
  have hw : 0 < √(i ^ 2 - 1) := Real.sqrt_pos.mpr (by nlinarith)
  have hw' := hw.ne'
  have h : √(i ^ 2 - 1) * clock i x
      = x - 2 * arctan (cos x / (i + √(i ^ 2 - 1) - sin x)) := by
    unfold clock
    exact mul_div_cancel₀ _ hw'
  rw [h, abs_lt]
  constructor <;> linarith [arctan_lt_pi_div_two (cos x / (i + √(i ^ 2 - 1) - sin x)),
    neg_pi_div_two_lt_arctan (cos x / (i + √(i ^ 2 - 1) - sin x))]

/-- For `i > 1` the integral of `1 / (i - sin x)` over any phase window of length `2π` equals
`2π / √(i² - 1)`. -/
theorem integral_window {i : ℝ} (hi : 1 < i) (a : ℝ) :
    ∫ x in a..a + 2 * π, 1 / (i - sin x) = 2 * π / √(i ^ 2 - 1) := by
  have hc : Continuous fun x : ℝ => 1 / (i - sin x) :=
    continuous_const.div (continuous_const.sub continuous_sin)
      (fun x => (by linarith [sin_le_one x] : 0 < i - sin x).ne')
  rw [intervalIntegral.integral_eq_sub_of_hasDerivAt (fun x _ => clock_hasDerivAt hi x)
    (hc.intervalIntegrable _ _)]
  unfold clock
  rw [cos_add_two_pi, sin_add_two_pi]
  ring

/-- For `i > 1` the integral of `1 / (i - sin x)` over `[0, 2π]` equals `2π / √(i² - 1)`. -/
theorem integral_zero_two_pi {i : ℝ} (hi : 1 < i) :
    ∫ x in (0 : ℝ)..2 * π, 1 / (i - sin x) = 2 * π / √(i ^ 2 - 1) := by
  have h := integral_window hi 0
  rwa [zero_add] at h

/-- For `i > 1` the clock function is strictly increasing in the phase. -/
theorem clock_strictMono {i : ℝ} (hi : 1 < i) : StrictMono (clock i) :=
  strictMono_of_deriv_pos fun x => by
    rw [(clock_hasDerivAt hi x).deriv]
    exact one_div_pos.mpr (by linarith [sin_le_one x])

/-- Along a solution with `i > 1` the clock reading advances by exactly the elapsed time. -/
theorem clock_along_solution {i : ℝ} (hi : 1 < i) {φ : ℝ → ℝ} (hφ : IsSolution i φ)
    (t s : ℝ) : clock i (φ t) - clock i (φ s) = t - s := by
  have hg : ∀ u, HasDerivAt (fun v => clock i (φ v) - v) 0 u := by
    intro u
    have hne : i - sin (φ u) ≠ 0 := (by linarith [sin_le_one (φ u)] : 0 < i - sin (φ u)).ne'
    have h1 : HasDerivAt (fun v => clock i (φ v))
        (1 / (i - sin (φ u)) * (i - sin (φ u))) u :=
      (clock_hasDerivAt hi (φ u)).comp u (hφ u)
    exact (h1.fun_sub (hasDerivAt_id' u)).congr_deriv
      (by rw [one_div_mul_cancel hne, sub_self])
  have h : clock i (φ t) - t = clock i (φ s) - s :=
    is_const_of_deriv_eq_zero (fun u => (hg u).differentiableAt) (fun u => (hg u).deriv) t s
  linarith

/-- For `i > 1` and every initial phase `x₀` there is exactly one solution with `φ 0 = x₀`. -/
theorem existsUnique_solution {i : ℝ} (hi : 1 < i) (x₀ : ℝ) :
    ∃! φ : ℝ → ℝ, IsSolution i φ ∧ φ 0 = x₀ := by
  have hw : 0 < √(i ^ 2 - 1) := Real.sqrt_pos.mpr (by nlinarith)
  have hmono := clock_strictMono hi
  have hcont : Continuous (clock i) :=
    continuous_iff_continuousAt.2 fun x => (clock_hasDerivAt hi x).continuousAt
  have hsurj : Function.Surjective (clock i) := by
    intro c
    have h1 := abs_lt.mp (clock_bound hi (√(i ^ 2 - 1) * c - π))
    have h2 := abs_lt.mp (clock_bound hi (√(i ^ 2 - 1) * c + π))
    exact intermediate_value_univ (√(i ^ 2 - 1) * c - π) (√(i ^ 2 - 1) * c + π) hcont
      ⟨le_of_mul_le_mul_left (by linarith [h1.1]) hw,
        le_of_mul_le_mul_left (by linarith [h2.2]) hw⟩
  -- the inverse of the clock function solves the equation
  obtain ⟨g, hgc, hg⟩ : ∃ g : ℝ → ℝ, Continuous g ∧ ∀ y, clock i (g y) = y := by
    let e := StrictMono.orderIsoOfSurjective (clock i) hmono hsurj
    exact ⟨e.symm, e.symm.continuous, fun y => e.apply_symm_apply y⟩
  have hg' : ∀ y, HasDerivAt g (i - sin (g y)) y := fun y =>
    (HasDerivAt.of_local_left_inverse hgc.continuousAt (clock_hasDerivAt hi (g y))
      (one_div_pos.mpr (by linarith [sin_le_one (g y)])).ne'
      (Eventually.of_forall hg)).congr_deriv (by rw [one_div, inv_inv])
  refine ⟨fun t => g (t + clock i x₀),
    ⟨fun t => HasDerivAt.comp_add_const t _ (hg' _), hmono.injective ?_⟩, ?_⟩
  · show clock i (g (0 + clock i x₀)) = clock i x₀
    rw [hg, zero_add]
  · rintro ψ ⟨hψ, h0⟩
    funext t
    have h := clock_along_solution hi hψ t 0
    rw [h0] at h
    apply hmono.injective
    show clock i (ψ t) = clock i (g (t + clock i x₀))
    rw [hg]
    linarith

/-- For `i > 1` the phase of a solution gains `2π` between `t` and `t + τ` if and only if
`τ = 2π / √(i² - 1)`. -/
theorem phase_slip_iff {i : ℝ} (hi : 1 < i) {φ : ℝ → ℝ} (hφ : IsSolution i φ) (t τ : ℝ) :
    φ (t + τ) = φ t + 2 * π ↔ τ = period i := by
  have h := clock_along_solution hi hφ (t + τ) t
  have hp : clock i (φ t + 2 * π) = clock i (φ t) + period i := by
    unfold clock period
    rw [cos_add_two_pi, sin_add_two_pi]
    ring
  constructor
  · intro h'
    rw [h'] at h
    linarith
  · intro h'
    exact (clock_strictMono hi).injective (by linarith)

/-- For `i > 1` the voltage of a solution averaged over a time `2π / √(i² - 1)` equals
`√(i² - 1)`, and its average over a window of length `τ` tends to `√(i² - 1)` as `τ → ∞`. -/
theorem mean_voltage {i : ℝ} (hi : 1 < i) {φ : ℝ → ℝ} (hφ : IsSolution i φ) (a : ℝ) :
    meanVoltage i φ a (period i) = √(i ^ 2 - 1) ∧
      Tendsto (meanVoltage i φ a) atTop (𝓝 √(i ^ 2 - 1)) := by
  have hw : 0 < √(i ^ 2 - 1) := Real.sqrt_pos.mpr (by nlinarith)
  have hc : Continuous φ := continuous_iff_continuousAt.2 fun t => (hφ t).continuousAt
  have hv : Continuous fun t => i - sin (φ t) := continuous_const.sub (continuous_sin.comp hc)
  -- the time integral of the voltage is the phase gain
  have hint : ∀ τ, meanVoltage i φ a τ = (φ (a + τ) - φ a) / τ := by
    intro τ
    unfold meanVoltage
    rw [intervalIntegral.integral_eq_sub_of_hasDerivAt (fun t _ => hφ t)
      (hv.intervalIntegrable _ _)]
  constructor
  · rw [hint, (phase_slip_iff hi hφ a _).2 rfl, add_sub_cancel_left]
    have hw' := hw.ne'
    have hpi := pi_ne_zero
    unfold period
    field_simp
  · -- the phase gain stays within 2π of √(i² - 1) τ
    have hb : ∀ τ, √(i ^ 2 - 1) * τ - 2 * π ≤ φ (a + τ) - φ a ∧
        φ (a + τ) - φ a ≤ √(i ^ 2 - 1) * τ + 2 * π := by
      intro τ
      have h1 := abs_lt.mp (clock_bound hi (φ (a + τ)))
      have h2 := abs_lt.mp (clock_bound hi (φ a))
      have h3 : √(i ^ 2 - 1) * clock i (φ (a + τ)) - √(i ^ 2 - 1) * clock i (φ a)
          = √(i ^ 2 - 1) * τ := by
        rw [← mul_sub, clock_along_solution hi hφ, add_sub_cancel_left]
      constructor <;> linarith [h1.1, h1.2, h2.1, h2.2]
    generalize √(i ^ 2 - 1) = w at hb ⊢
    have h0 : Tendsto (fun τ : ℝ => 2 * π / τ) atTop (𝓝 0) :=
      tendsto_const_nhds.div_atTop tendsto_id
    have hl : Tendsto (fun τ : ℝ => w - 2 * π / τ) atTop (𝓝 (w - 0)) :=
      tendsto_const_nhds.sub h0
    have hu : Tendsto (fun τ : ℝ => w + 2 * π / τ) atTop (𝓝 (w + 0)) :=
      tendsto_const_nhds.add h0
    rw [sub_zero] at hl
    rw [add_zero] at hu
    have el : ∀ᶠ τ in atTop, w - 2 * π / τ ≤ meanVoltage i φ a τ := by
      filter_upwards [eventually_gt_atTop (0 : ℝ)] with τ hτ
      have hτ' := hτ.ne'
      have e : (w - 2 * π / τ) * τ = w * τ - 2 * π := by field_simp
      rw [hint, le_div_iff₀ hτ, e]
      exact (hb τ).1
    have eu : ∀ᶠ τ in atTop, meanVoltage i φ a τ ≤ w + 2 * π / τ := by
      filter_upwards [eventually_gt_atTop (0 : ℝ)] with τ hτ
      have hτ' := hτ.ne'
      have e : (w + 2 * π / τ) * τ = w * τ + 2 * π := by field_simp
      rw [hint, div_le_iff₀ hτ, e]
      exact (hb τ).2
    exact tendsto_of_tendsto_of_tendsto_of_le_of_le' hl hu el eu

end

end OverdampedJosephson
```

```lean
#print axioms OverdampedJosephson.integral_zero_two_pi
#print axioms OverdampedJosephson.existsUnique_solution
#print axioms OverdampedJosephson.mean_voltage
```

```
'OverdampedJosephson.integral_zero_two_pi' depends on axioms: [propext, Classical.choice, Quot.sound]
'OverdampedJosephson.existsUnique_solution' depends on axioms: [propext, Classical.choice, Quot.sound]
'OverdampedJosephson.mean_voltage' depends on axioms: [propext, Classical.choice, Quot.sound]
```

## Reading the statements

The bias is a real number `i` with the single hypothesis `1 < i`. The phase is a function `φ : ℝ → ℝ` of reduced time, real-valued and hence unwrapped. `IsSolution i φ` says that at every real `t` the derivative exists and equals `i - sin (φ t)`; the sign convention is that positive bias drives the phase upward. The voltage has no name of its own and enters as the integrand `i - sin (φ t)` of `meanVoltage i φ a τ`, which is $\langle v\rangle_{a,\tau}$. The definitions `period i` and `clock i x` are $T$ and $F(x)$, with $w$ written out as `√(i ^ 2 - 1)`.

`integral_window` is statement 1, with `a` a phase, and `integral_zero_two_pi` is its case $a=0$. `existsUnique_solution` is statement 2, so the theorems that assume `IsSolution i φ` apply to one trajectory for each initial phase. `phase_slip_iff` is statement 3 for arbitrary real `t` and `τ`, which means that no shorter, longer or negative time produces a gain of exactly $2\pi$. `mean_voltage` is the conjunction in statement 4, with `a` now a time and `Tendsto … atTop` the limit $\tau\to+\infty$.

## How the proof follows the derivation

`clock_hasDerivAt` computes $F'$. Its step `h1` is the quotient rule for $c/D$ and `h2` is the chain rule through the arctangent. The auxiliary statement `alg` reduces the resulting expression to $1/p$ from the two relations above, taken as hypotheses `k1` and `k2`, with its variable `a` standing for $\alpha$. The two `linear_combination` calls derive those relations from $\sin^2x+\cos^2x=1$ and $w^2=i^2-1$.

`clock_bound` rewrites $wF(x)$ and applies the two bounds $\pm\pi/2$ on the arctangent. `integral_window` shows that the integrand is continuous, applies `intervalIntegral.integral_eq_sub_of_hasDerivAt`, and cancels the periodic terms with `cos_add_two_pi` and `sin_add_two_pi`. `clock_strictMono` passes from a positive derivative to strict monotonicity. In `clock_along_solution`, `hg` is the vanishing derivative of $F(\varphi(t))-t$ and `is_const_of_deriv_eq_zero` turns it into constancy.

In `existsUnique_solution`, `hsurj` evaluates the bound at $wy\mp\pi$, where the code calls the target value `c`, and invokes `intermediate_value_univ`. A strictly increasing surjection of the reals is an order isomorphism, which supplies the continuous inverse `g`, and `HasDerivAt.of_local_left_inverse` gives its derivative. The shifted function `fun t => g (t + clock i x₀)` is the solution, and uniqueness uses `hmono.injective`. In `phase_slip_iff`, `hp` is $F(x+2\pi)=F(x)+T$ at $x=\varphi(t)$, and the two directions are the two arguments given above. In `mean_voltage`, `hint` replaces the voltage integral by the phase gain, `hb` confines that gain to within $2\pi$ of $w\tau$, `el` and `eu` divide by $\tau>0$, and the last line is the squeeze theorem.

## Scope of the theorems

The theorems concern exact solutions of the reduced equation in real arithmetic. They give the values that a converged simulation must approach, and they say nothing about the convergence, step-size error or rounding of any integration scheme. The reduced equation is the starting point, so the circuit equation, the Josephson relations and the conversion to physical units lie before the first definition. Capacitance, thermal noise, time-dependent drive, non-sinusoidal current–phase relations and coupled junctions are absent from the model.

Only $i>1$ is treated, which leaves out the zero-voltage state for $|i|\le 1$, the threshold $i=1$ itself and reversed bias $i<-1$. The hypothesis `IsSolution` asks for a solution at all real times, so a function known to satisfy the equation only on a finite interval does not meet it as written. The explicit rate $2\pi/\tau$ appears only inside the proof of `mean_voltage`, while the theorem itself states the limit. The ingredients of the rate and of the drift monitor are available as the separate theorems `clock_bound` and `clock_along_solution`.
